# The plane group pg is presented by two generators and the single relation g t g⁻¹ = t⁻¹

Consider a crystalline layer whose pattern repeats in a rectangular cell and is carried onto itself by a glide: a reflection in a line combined with a shift by half a period along that line. To see how electron states transform, we assign an operator to the glide and another to the translation perpendicular to the glide line. Suppose that every symmetry operation of the pattern is a product of these two and their inverses. One operation can be written as many different products. Which conditions on the two operators guarantee that every such product gives the same result?

Measure \(x\) and \(y\) in units of the cell edges, with the glide line at \(y=0\). The two operations are

\[
G(x,y)=(x+\tfrac12,\,-y),\qquad T(x,y)=(x,\,y+1),
\]

and pg is the group they generate. Products act from right to left. Let \(g\) and \(t\) generate an abstract group in which \(gtg^{-1}=t^{-1}\) and its consequences are the only relations. This group is isomorphic to pg, with \(g\mapsto G\) and \(t\mapsto T\), so one condition on the operators is enough.

## Every word reduces to a glide power times a translation power

The plane operations obey the relation. Applying \(G^{-1}\), then \(T\), then \(G\) gives

\[
(x,y)\mapsto(x-\tfrac12,-y)\mapsto(x-\tfrac12,-y+1)\mapsto(x,y-1),
\]

which is \(T^{-1}\). Hence there is a homomorphism from the abstract group to the plane operations with \(g\mapsto G\) and \(t\mapsto T\).

In the abstract group, taking the \(j\)-th power of the relation gives \(g t^j g^{-1}=t^{-j}\) for every integer \(j\). Therefore \(t^j g=g t^{-j}\) and \(t^j g^{-1}=g^{-1}t^{-j}\), and multiplication on the right by one letter acts as follows:

\[
g^it^j\,g^{\pm1}=g^{i\pm1}t^{-j},\qquad g^it^j\,t^{\pm1}=g^it^{j\pm1}.
\]

Starting from \(g^0t^0\) and adding letters one at a time, we bring every word to the form \(g^it^j\).

Now suppose that \(g^it^j\) is sent to the identity of the plane. The operation \(G^iT^j\) moves the origin to \((i/2,\,(-1)^i j)\). This must be the origin, so \(i=0\) and then \(j=0\). Only the identity is sent to the identity, and the homomorphism is injective. Its image contains \(G\) and \(T\) and consists of products of their powers, so it is pg.

As an example, take \(t^3\,g\,t^{-1}\,g\,t\). Reading from the left,

\[
t^3g=gt^{-3},\quad gt^{-3}t^{-1}=gt^{-4},\quad gt^{-4}g=g^2t^4,\quad g^2t^4t=g^2t^5.
\]

Applied to the point \((0.1,0.2)\), the original product gives successively \((0.1,1.2)\), \((0.6,-1.2)\), \((0.6,-2.2)\), \((1.1,2.2)\) and \((1.1,5.2)\). The reduced form \(G^2T^5\) also gives \((1.1,5.2)\).

## In a one-dimensional representation the translation perpendicular to the glide line has the value 1 or −1

Let \(u\) and \(v\) be elements of any group with \(uvu^{-1}=v^{-1}\). By the isomorphism, there is a homomorphism from pg with \(G\mapsto u\) and \(T\mapsto v\). It is unique, because \(G^iT^j\) must go to \(u^iv^j\).

For a one-dimensional complex representation, let the values at \(G\) and \(T\) be nonzero numbers \(z\) and \(s\). Numbers commute, so \(zsz^{-1}=s^{-1}\) becomes \(s=s^{-1}\), that is, \(s^2=1\) and \(s=\pm1\). There is no condition on \(z\), and each such pair occurs. With \(z=\mathrm i\) and \(s=-1\), the example above has the value \(z^2s^5=(-1)(-1)=1\).

For a single spinless, non-interacting electron in a pg-symmetric potential without a magnetic field, a Bloch state that every operation of pg merely multiplies by a phase must therefore have wave-vector component \(0\) or \(\pi/b\) perpendicular to the glide line, up to reciprocal-lattice vectors, where \(b\) is the cell edge in that direction.

## The abstract group and the plane operations in Lean

```lean
import Mathlib

open Equiv

namespace PlaneGroupPgPresentation

noncomputable section
```

The abstract group starts from two letters with no geometric content.

```lean
/-- The two letters of the presentation. -/
inductive Gen
  | g
  | t
```

A relation is entered as a word that is to equal one. Multiplying \(gtg^{-1}=t^{-1}\) on the right by \(t\) gives the word below.

```lean
/-- The word `g t g⁻¹ t`; setting it to one is the relation `g t g⁻¹ = t⁻¹`. -/
def relator : FreeGroup Gen :=
  FreeGroup.of Gen.g * FreeGroup.of Gen.t * (FreeGroup.of Gen.g)⁻¹ * FreeGroup.of Gen.t
```

`PresentedGroup` is the free group on the letters, divided by the consequences of this word.

```lean
/-- The abstract group with generators `g`, `t` and the single relation `g t g⁻¹ = t⁻¹`. -/
abbrev AbstractPg := PresentedGroup ({relator} : Set (FreeGroup Gen))
```

The classes of the two letters are the abstract generators.

```lean
/-- The generator `g` of the abstract group. -/
def absG : AbstractPg := PresentedGroup.of Gen.g

/-- The generator `t` of the abstract group. -/
def absT : AbstractPg := PresentedGroup.of Gen.t
```

The plane operations are elements of `Perm (ℝ × ℝ)`, the group of bijections of the plane, where multiplication is composition with the right factor acting first. Each is given together with its inverse. The coordinates of a point `p` are `p.1` and `p.2`.

```lean
/-- The glide reflection `(x, y) ↦ (x + 1/2, -y)` of the plane. -/
def glide : Perm (ℝ × ℝ) where
  toFun p := (p.1 + 1 / 2, -p.2)
  invFun p := (p.1 - 1 / 2, -p.2)
  left_inv p := by simp
  right_inv p := by simp

/-- The translation `(x, y) ↦ (x, y + 1)` of the plane. -/
def shift : Perm (ℝ × ℝ) where
  toFun p := (p.1, p.2 + 1)
  invFun p := (p.1, p.2 - 1)
  left_inv p := by simp
  right_inv p := by simp
```

The constants `1 / 2` and `1` stand for half a period along the glide line and a full period across it. No lengths or angles enter. That a given layer has a rectangular cell, and that its full symmetry group is this one, must be established separately.

```lean
/-- The plane group pg: all operations generated by the glide and the translation. -/
def planePg : Subgroup (Perm (ℝ × ℝ)) := Subgroup.closure {glide, shift}
```

`Subgroup.closure` is the smallest subgroup containing the two operations. The next definitions regard the glide and the translation as elements of that subgroup.

```lean
/-- The glide as an element of pg. -/
def pgGlide : planePg := ⟨glide, Subgroup.subset_closure (Or.inl rfl)⟩

/-- The translation as an element of pg. -/
def pgShift : planePg := ⟨shift, Subgroup.subset_closure (Or.inr rfl)⟩
```

The relation is verified in the equivalent form \(TGT=G\), which is a short computation with coordinates. Group algebra then turns it into the conjugation formula.

```lean
/-- Conjugation by the glide reverses the translation perpendicular to the glide line. -/
theorem glide_relation : glide * shift * glide⁻¹ = shift⁻¹ := by
  have h : shift * glide * shift = glide := by
    refine Equiv.ext fun p => Prod.ext rfl ?_
    change -(p.2 + 1) + 1 = -p.2
    ring
  apply eq_inv_of_mul_eq_one_right
  rw [← mul_assoc, ← mul_assoc, h, mul_inv_cancel]
```

## Homomorphisms out of the abstract group

The elements called \(u\) and \(v\) above are `x` and `y` in the code, where they are group elements and not coordinates. A choice of values for the letters extends to the presented group once the relator is sent to one, and the hypothesis `h` ensures this.

```lean
/-- Two elements `x`, `y` of a group with `x y x⁻¹ = y⁻¹` define a homomorphism from the
abstract group, with `g ↦ x` and `t ↦ y`. -/
def liftPair {H : Type*} [Group H] (x y : H) (h : x * y * x⁻¹ = y⁻¹) : AbstractPg →* H :=
  PresentedGroup.toGroup (f := fun a => match a with | Gen.g => x | Gen.t => y) (by
    intro r hr
    rw [Set.mem_singleton_iff.1 hr, relator]
    simp [h])

/-- The homomorphism defined by `x` and `y` takes the values `x` at `g` and `y` at `t`. -/
theorem liftPair_gen {H : Type*} [Group H] (x y : H) (h : x * y * x⁻¹ = y⁻¹) :
    liftPair x y h absG = x ∧ liftPair x y h absT = y :=
  ⟨PresentedGroup.toGroup.of _, PresentedGroup.toGroup.of _⟩
```

## The normal form follows from the relation alone

In the next proof, `hrel` recovers the relation from the relator and `hc` is its version for powers. The facts `hg`, `hg'`, `ht` and `ht'` are the four rules for right multiplication by a letter or its inverse.

The statement `key` says that a normal form multiplied by any word is again a normal form. Its induction runs over the identity, the letters, their inverses and products of words. Because the starting exponents are arbitrary, a product can be handled by absorbing its first factor and then its second. The theorem is the case where both starting exponents are zero.

```lean
/-- The single relation suffices to bring every element of the abstract group to the
form `g^i t^j` with integers `i`, `j`. -/
theorem abstract_normal_form (w : AbstractPg) : ∃ i j : ℤ, w = absG ^ i * absT ^ j := by
  have hrel : absG * absT * absG⁻¹ = absT⁻¹ := by
    have h : absG * absT * absG⁻¹ * absT = 1 :=
      PresentedGroup.one_of_mem (Set.mem_singleton relator)
    exact eq_inv_of_mul_eq_one_left h
  have hc : ∀ j : ℤ, absG * absT ^ j * absG⁻¹ = absT ^ (-j) := by
    intro j
    rw [← conj_zpow, hrel, inv_zpow, zpow_neg]
  -- multiplying a normal form on the right by one letter gives a normal form
  have hg : ∀ i j : ℤ, absG ^ i * absT ^ j * absG = absG ^ (i + 1) * absT ^ (-j) := by
    intro i j
    have h := hc (-j)
    rw [neg_neg] at h
    rw [← h]
    simp only [zpow_add_one, mul_assoc, inv_mul_cancel, mul_one]
  have hg' : ∀ i j : ℤ, absG ^ i * absT ^ j * absG⁻¹ = absG ^ (i - 1) * absT ^ (-j) := by
    intro i j
    rw [← hc j]
    simp only [zpow_sub_one, mul_assoc, inv_mul_cancel_left]
  have ht : ∀ i j : ℤ, absG ^ i * absT ^ j * absT = absG ^ i * absT ^ (j + 1) := by
    intro i j
    rw [zpow_add_one, mul_assoc]
  have ht' : ∀ i j : ℤ, absG ^ i * absT ^ j * absT⁻¹ = absG ^ i * absT ^ (j - 1) := by
    intro i j
    rw [zpow_sub_one, mul_assoc]
  -- induction on words
  have key : ∀ z : FreeGroup Gen, ∀ i j : ℤ, ∃ k l : ℤ,
      absG ^ i * absT ^ j * PresentedGroup.mk {relator} z = absG ^ k * absT ^ l := by
    intro z
    refine FreeGroup.induction_on z ?_ ?_ ?_ ?_
    · intro i j
      exact ⟨i, j, by rw [map_one, mul_one]⟩
    · rintro (_ | _) i j
      · exact ⟨i + 1, -j, hg i j⟩
      · exact ⟨i, j + 1, ht i j⟩
    · rintro (_ | _) - i j
      · exact ⟨i - 1, -j, by rw [map_inv]; exact hg' i j⟩
      · exact ⟨i, j - 1, by rw [map_inv]; exact ht' i j⟩
    · intro x y hx hy i j
      obtain ⟨k, l, h⟩ := hx i j
      obtain ⟨m, n, h'⟩ := hy k l
      exact ⟨m, n, by rw [map_mul, ← mul_assoc, h, h']⟩
  obtain ⟨z, rfl⟩ := PresentedGroup.mk_surjective {relator} w
  obtain ⟨k, l, h⟩ := key z 0 0
  exact ⟨k, l, by rw [← h, zpow_zero, zpow_zero, one_mul, one_mul]⟩
```

## The action on the origin gives the isomorphism

Two inductions over the integers, upwards and downwards from zero, describe the powers of the operations. For the glide the first coordinate is enough, so the alternating sign \((-1)^i\) never has to be treated.

```lean
/-- The `i`-th power of the glide advances the first coordinate by `i/2`. -/
theorem glide_zpow_fst (i : ℤ) : ∀ p : ℝ × ℝ, ((glide ^ i) p).1 = p.1 + i / 2 := by
  refine Int.induction_on i ?_ ?_ ?_
  · intro p
    simp
  · intro n ih p
    have h : (glide p).1 = p.1 + 1 / 2 := rfl
    rw [zpow_add_one, Perm.mul_apply, ih, h]
    push_cast
    ring
  · intro n ih p
    have h : (glide⁻¹ p).1 = p.1 - 1 / 2 := rfl
    rw [zpow_sub_one, Perm.mul_apply, ih, h]
    push_cast
    ring

/-- The `j`-th power of the translation is `(x, y) ↦ (x, y + j)`. -/
theorem shift_zpow (j : ℤ) : ∀ p : ℝ × ℝ, (shift ^ j) p = (p.1, p.2 + j) := by
  refine Int.induction_on j ?_ ?_ ?_
  · intro p
    simp
  · intro n ih p
    have h : shift p = (p.1, p.2 + 1) := rfl
    rw [zpow_add_one, Perm.mul_apply, ih, h]
    refine Prod.ext rfl ?_
    push_cast
    ring
  · intro n ih p
    have h : shift⁻¹ p = (p.1, p.2 - 1) := rfl
    rw [zpow_sub_one, Perm.mul_apply, ih, h]
    refine Prod.ext rfl ?_
    push_cast
    ring
```

The main theorem states that there is a multiplicative bijection `e` from the abstract group to pg with the prescribed values at both generators. Here `e` is the isomorphism, not the identity element.

In `hinj`, an element sent to the identity is written in normal form. The first coordinate of the image of the origin gives `i = 0`, and the second then gives `j = 0`. In `hrange`, the normal form shows that the image lies in pg, and the two generators show that it is all of pg. An injective homomorphism is an isomorphism onto its image, and `hrange` identifies that image with `planePg`.

```lean
/-- Presentation of pg: the abstract group `⟨g, t | g t g⁻¹ = t⁻¹⟩` is isomorphic to the plane
group pg, with `g` sent to the glide and `t` to the translation. -/
theorem pg_presentation :
    ∃ e : AbstractPg ≃* planePg, e absG = pgGlide ∧ e absT = pgShift := by
  obtain ⟨hG, hT⟩ := liftPair_gen glide shift glide_relation
  -- the action on the origin detects both exponents
  have hinj : Function.Injective (liftPair glide shift glide_relation) := by
    rw [injective_iff_map_eq_one]
    intro w hw
    obtain ⟨i, j, rfl⟩ := abstract_normal_form w
    rw [map_mul, map_zpow, map_zpow, hG, hT] at hw
    have h1 := congrArg (fun f : Perm (ℝ × ℝ) => (f (0, 0)).1) hw
    simp only [Perm.mul_apply, glide_zpow_fst, shift_zpow, Perm.one_apply] at h1
    have hi : i = 0 := by exact_mod_cast (by linarith : (i : ℝ) = 0)
    subst hi
    have h2 := congrArg (fun f : Perm (ℝ × ℝ) => (f (0, 0)).2) hw
    simp only [zpow_zero, one_mul, shift_zpow, Perm.one_apply] at h2
    have hj : j = 0 := by exact_mod_cast (by linarith : (j : ℝ) = 0)
    subst hj
    rw [zpow_zero, zpow_zero, one_mul]
  -- the image is the group generated by the two operations
  have hrange : (liftPair glide shift glide_relation).range = planePg := by
    apply le_antisymm
    · rintro _ ⟨w, rfl⟩
      obtain ⟨i, j, rfl⟩ := abstract_normal_form w
      rw [map_mul, map_zpow, map_zpow, hG, hT]
      exact mul_mem (zpow_mem pgGlide.2 i) (zpow_mem pgShift.2 j)
    · refine (Subgroup.closure_le _).2 ?_
      rintro _ (rfl | rfl)
      · exact ⟨absG, hG⟩
      · exact ⟨absT, hT⟩
  exact ⟨(MonoidHom.ofInjective hinj).trans (MulEquiv.subgroupCongr hrange),
    Subtype.ext hG, Subtype.ext hT⟩
```

## Representations need only the one relation

The target `H` may be any group, for instance a group of invertible matrices. The symbol `∃!` means that exactly one homomorphism has the stated values. It is obtained by going back from pg to the abstract group and then applying `liftPair`. For uniqueness, each element of pg is written as the image of a normal form, on which the two generator values determine the result.

```lean
/-- Two elements `x`, `y` of any group with `x y x⁻¹ = y⁻¹` determine exactly one homomorphism
from pg that sends the glide to `x` and the translation to `y`. -/
theorem pg_hom_existsUnique {H : Type*} [Group H] (x y : H) (h : x * y * x⁻¹ = y⁻¹) :
    ∃! f : planePg →* H, f pgGlide = x ∧ f pgShift = y := by
  obtain ⟨e, hg, ht⟩ := pg_presentation
  obtain ⟨hx, hy⟩ := liftPair_gen x y h
  refine ⟨(liftPair x y h).comp e.symm.toMonoidHom, ⟨?_, ?_⟩, ?_⟩
  · change liftPair x y h (e.symm pgGlide) = x
    rw [← hg, e.symm_apply_apply, hx]
  · change liftPair x y h (e.symm pgShift) = y
    rw [← ht, e.symm_apply_apply, hy]
  · rintro f ⟨hf, hf'⟩
    refine MonoidHom.ext fun w => ?_
    obtain ⟨v, rfl⟩ := e.surjective w
    obtain ⟨i, j, rfl⟩ := abstract_normal_form v
    change f (e _) = liftPair x y h (e.symm (e _))
    rw [e.symm_apply_apply]
    simp only [map_mul, map_zpow, hg, ht, hf, hf', hx, hy]
```

In the last theorem `ℂˣ` is the multiplicative group of nonzero complex numbers, so a homomorphism `χ` into it is a one-dimensional representation. Unitarity is not required: `z` may have any nonzero modulus, whereas a Bloch phase has modulus one. The forward direction applies `χ` to the glide relation and solves \(s^2=1\). The reverse direction checks the relation for the given numbers and uses the preceding theorem.

```lean
/-- Nonzero complex numbers `z`, `s` are the values of a one-dimensional representation of pg at
the glide and at the translation if and only if `s` is `1` or `-1`. -/
theorem pg_character_iff (z s : ℂˣ) :
    (∃ χ : planePg →* ℂˣ, χ pgGlide = z ∧ χ pgShift = s) ↔ s = 1 ∨ s = -1 := by
  constructor
  · rintro ⟨χ, hz, hs⟩
    have hrel : pgGlide * pgShift * pgGlide⁻¹ = pgShift⁻¹ := Subtype.ext glide_relation
    have h := congrArg χ hrel
    simp only [map_mul, map_inv, hz, hs] at h
    -- numbers commute, so the relation becomes `s = s⁻¹`
    rw [mul_comm z s, mul_assoc, mul_inv_cancel, mul_one] at h
    have hss : s * s = 1 := eq_inv_iff_mul_eq_one.1 h
    have hc : (s : ℂ) * s = 1 := by rw [← Units.val_mul, hss, Units.val_one]
    rcases mul_self_eq_one_iff.1 hc with h1 | h1
    · exact Or.inl (Units.ext h1)
    · exact Or.inr (Units.ext (by rw [Units.val_neg, Units.val_one]; exact h1))
  · intro h
    have hss : s * s = 1 := by rcases h with rfl | rfl <;> simp
    have hrel : z * s * z⁻¹ = s⁻¹ := by
      rw [mul_comm z s, mul_assoc, mul_inv_cancel, mul_one]
      exact eq_inv_of_mul_eq_one_left hss
    exact (pg_hom_existsUnique z s hrel).exists

end

end PlaneGroupPgPresentation
```

```lean
#print axioms PlaneGroupPgPresentation.pg_presentation
#print axioms PlaneGroupPgPresentation.pg_character_iff
```

```
'PlaneGroupPgPresentation.pg_presentation' depends on axioms: [propext, Classical.choice, Quot.sound]
'PlaneGroupPgPresentation.pg_character_iff' depends on axioms: [propext, Classical.choice, Quot.sound]
```
